# In the three-level ansatz, |β| stays strictly below Kuzyk's limit

After computing a diagonal component β of the static electronic hyperpolarizability of a chromophore, I divide |β| by Kuzyk's limit

β_max = 3^(1/4) (eħ/√m)³ N^(3/2) / E10^(7/2)

to compare molecules of different size and excitation energy. Here N is the number of electrons, m their mass, e the elementary charge, and E10 and E20 are the first two excitation energies. The three-level derivation puts the optimum at E = E10/E20 = 0 and X = 3^(-1/4), where X is a scaled transition dipole. But no molecule with a finite second excitation energy has E = 0. Is that point really the maximum, and can the ratio ever equal 1 in this model?

## The maximum sits at E = 0, which actual levels never reach

It is the maximum, and the ratio stays below 1 for every system that satisfies the ansatz. Write a = E10, b = E20 with 0 < a < b, and K = ħ²N/(2m). The position matrix x is real and symmetric; it is taken as minus the summed electron coordinate, so that e x is the electronic dipole operator. Four Thomas-Reiche-Kuhn sum rules, truncated to three levels, are imposed:

(0,0): a x01² + b x02² = K

(1,1): (b − a) x12² − a x01² = K

(0,1): a x01 (x11 − x00) = −(2b − a) x02 x12

(0,2): b x02 (x22 − x00) = −(2a − b) x01 x12

The sum over states is

β = 3e³ [x01²(x11 − x00)/a² + x02²(x22 − x00)/b² + 2 x01 x12 x02/(ab)].

Substituting the last two rules removes the dipole differences:

β = −3e³ x01 x12 x02 [(2b − a)b³ + (2a − b)a³ − 2a²b²]/(a³b³)

The bracket equals 2(b − a)²(a² + 3ab/2 + b²), so

β = −6e³ x01 x12 x02 (b − a)²(a² + 3ab/2 + b²)/(a³b³).

Now set X = |x01|/√(K/a). The first two rules give

x01² = K X²/a, x02² = K(1 − X²)/b, x12² = K(1 + X²)/(b − a).

Since x02² ≥ 0, X ≤ 1. Inserting these and E = a/b,

|β| = 6e³ K^(3/2) a^(-7/2) f(E) X √(1 − X⁴), with f(E) = (1 − E)^(3/2)(E² + 3E/2 + 1).

Because β_max = 3^(1/4) e³ (2K)^(3/2)/a^(7/2), this is

|β| = β_max f(E) g(X), with g(X) = 3^(1/4) X √(3(1 − X⁴)/2).

Both factors are nonnegative on [0,1], so their squares suffice. Expanding f² gives

1 − f² = E² [7(1 + E)(1 − E²)/4 + E⁵].

The bracket is positive on [0,1], including E = 1, where it is 1. Hence f ≤ 1, with equality only at E = 0. With u = √3 X², g² = u(3 − u²)/2 and

1 − g² = (u − 1)²(u + 2)/2.

Hence g ≤ 1, with equality only at u = 1, that is X = 3^(-1/4). Two numbers in [0,1] have product 1 only if both are 1, which settles the optimum. Actual levels have E > 0, so |β| < β_max.

## What is assumed about the molecule

`Ansatz K En x` contains the level ordering, the symmetry of `x` and the four rules; `trk` is K, `gap En 1` and `gap En 2` are a and b, and `dipoleRatio` is X. `three_level_optimum` is the optimization on the closed square, and `kuzyk_bound` is the strict inequality for positive e, ħ, m and at least one electron.

The restriction to three levels is a hypothesis. For a real molecule, whose spectrum has more states, the theorem therefore supplies a reference value and no upper bound.

Adding the remaining diagonal rule for completeness would ruin the statement. Rule (2,2) reads −b x02² − (b − a)x12² = K, which is impossible for K > 0, so the bound would hold for an empty class of systems. `ansatz_witness` exhibits a system obeying the four chosen rules: energies 0, 1, 2, six electrons, ħ = m = e = 1 and β = −12. There β_max ≈ 19.34, so your ratio is about 0.62.

When you form that ratio, match the convention for β. Here β is the diagonal component along one axis: it multiplies F² in the dipole induced along that axis by a static field F along the same axis. A vector norm or an orientational average of the tensor is a different quantity. A program that reports the second derivative of the dipole with respect to F gives twice this value, which must be halved before the division.

```lean
import Mathlib

open Matrix

namespace KuzykThreeLevel

noncomputable section

/-- Dependence of the three-level hyperpolarizability on the energy ratio `E = E10 / E20`,
for `E ≤ 1`. -/
def energyFactor (E : ℝ) : ℝ := (1 - E) ^ (3 / 2 : ℝ) * (E ^ 2 + 3 * E / 2 + 1)

/-- Dependence of the three-level hyperpolarizability on the scaled transition dipole `X`,
for `0 ≤ X ≤ 1`. -/
def dipoleFactor (X : ℝ) : ℝ := (3 : ℝ) ^ (1 / 4 : ℝ) * X * √(3 * (1 - X ^ 4) / 2)

/-- Excitation energy of level `n` from the ground state. -/
def gap (En : Fin 3 → ℝ) (n : Fin 3) : ℝ := En n - En 0

/-- The sum-rule constant `ħ² N / 2m` of `N` electrons of mass `m ≠ 0`. -/
def trk (hbar m : ℝ) (N : ℕ) : ℝ := hbar ^ 2 * N / (2 * m)

/-- Left side of the `(p, q)` Thomas-Reiche-Kuhn sum rule, truncated to three levels. -/
def sumRule (En : Fin 3 → ℝ) (x : Matrix (Fin 3) (Fin 3) ℝ) (p q : Fin 3) : ℝ :=
  ∑ n, (En n - (En p + En q) / 2) * x p n * x n q

/-- The three-level ansatz: ordered levels, a real symmetric position matrix, and the sum rules
`(0,0)`, `(1,1)`, `(0,1)`, `(0,2)` with constant `K`. -/
structure Ansatz (K : ℝ) (En : Fin 3 → ℝ) (x : Matrix (Fin 3) (Fin 3) ℝ) : Prop where
  lt01 : En 0 < En 1
  lt12 : En 1 < En 2
  symm : ∀ i j, x i j = x j i
  r00 : sumRule En x 0 0 = K
  r11 : sumRule En x 1 1 = K
  r01 : sumRule En x 0 1 = 0
  r02 : sumRule En x 0 2 = 0

/-- Static diagonal hyperpolarizability for the dipole operator `e x`, as a sum over the two excited
states, for nonzero excitation energies. -/
def beta (e : ℝ) (En : Fin 3 → ℝ) (x : Matrix (Fin 3) (Fin 3) ℝ) : ℝ :=
  3 * e ^ 3 * ∑ n ∈ ({1, 2} : Finset (Fin 3)), ∑ k ∈ ({1, 2} : Finset (Fin 3)),
    x 0 n * (x n k - if n = k then x 0 0 else 0) * x k 0 / (gap En n * gap En k)

/-- The transition dipole `|x01|` in units of `√(K / E10)`, for `K > 0` and `E10 > 0`. -/
def dipoleRatio (K : ℝ) (En : Fin 3 → ℝ) (x : Matrix (Fin 3) (Fin 3) ℝ) : ℝ :=
  |x 0 1| / √(K / gap En 1)

/-- Kuzyk's limit `3^(1/4) (eħ/√m)³ N^(3/2) / E10^(7/2)`, for `m > 0` and `E10 > 0`. -/
def kuzykLimit (e hbar m : ℝ) (N : ℕ) (E10 : ℝ) : ℝ :=
  (3 : ℝ) ^ (1 / 4 : ℝ) * (e * hbar / √m) ^ 3 * (N : ℝ) ^ (3 / 2 : ℝ) / E10 ^ (7 / 2 : ℝ)

/-- A fractional power of a nonnegative number, raised to a power that clears the fraction. -/
theorem rpow_pow_nat {y : ℝ} (hy : 0 ≤ y) (p : ℝ) (k n : ℕ) (h : p * k = n) :
    (y ^ p) ^ k = y ^ n := by
  rw [← Real.rpow_natCast (y ^ p) k, ← Real.rpow_mul hy, h, Real.rpow_natCast]

/-- The square of the energy factor is a polynomial for `E ≤ 1`. -/
theorem energyFactor_sq {E : ℝ} (hE : E ≤ 1) :
    energyFactor E ^ 2 = (1 - E) ^ 3 * (E ^ 2 + 3 * E / 2 + 1) ^ 2 := by
  unfold energyFactor
  rw [mul_pow, rpow_pow_nat (by linarith) (3 / 2) 2 3 (by norm_num)]

/-- The square of the dipole factor is a polynomial in `X` when `X⁴ ≤ 1`. -/
theorem dipoleFactor_sq {X : ℝ} (hX : X ^ 4 ≤ 1) :
    dipoleFactor X ^ 2 = ((3 : ℝ) ^ (1 / 4 : ℝ)) ^ 2 * X ^ 2 * (3 * (1 - X ^ 4) / 2) := by
  unfold dipoleFactor
  rw [mul_pow, mul_pow, Real.sq_sqrt (by linarith)]

/-- On `[0,1]` the energy factor is at most 1, with equality only at `E = 0`. -/
theorem energyFactor_le_one {E : ℝ} (h0 : 0 ≤ E) (h1 : E ≤ 1) :
    energyFactor E ≤ 1 ∧ (energyFactor E = 1 ↔ E = 0) := by
  have hs : energyFactor E ^ 2 = 1 - E ^ 2 * (7 / 4 * (1 + E) * (1 - E ^ 2) + E ^ 5) := by
    rw [energyFactor_sq h1]; ring
  have hR : 0 < 7 / 4 * (1 + E) * (1 - E ^ 2) + E ^ 5 := by
    rcases h1.eq_or_lt with h | h
    · rw [h]; norm_num
    · have h2 : 0 < 1 - E ^ 2 := by nlinarith
      have h3 : 0 < 7 / 4 * (1 + E) * (1 - E ^ 2) := mul_pos (by linarith) h2
      have h4 : 0 ≤ E ^ 5 := by positivity
      linarith
  refine ⟨by nlinarith [mul_nonneg (sq_nonneg E) hR.le], fun h => ?_, fun h => ?_⟩
  · rw [h] at hs
    have hz : E ^ 2 * (7 / 4 * (1 + E) * (1 - E ^ 2) + E ^ 5) = 0 := by linarith
    rcases mul_eq_zero.1 hz with h | h
    · exact (pow_eq_zero_iff two_ne_zero).1 h
    · exact absurd h hR.ne'
  · rw [h]; simp [energyFactor]

/-- On `[0,1]` the dipole factor is at most 1, with equality only at `X = 3^(-1/4)`. -/
theorem dipoleFactor_le_one {X : ℝ} (h0 : 0 ≤ X) (h1 : X ≤ 1) :
    dipoleFactor X ≤ 1 ∧ (dipoleFactor X = 1 ↔ X = (3 : ℝ) ^ (-(1 / 4) : ℝ)) := by
  have hg : 0 ≤ dipoleFactor X := by unfold dipoleFactor; positivity
  have hsq := dipoleFactor_sq (pow_le_one₀ h0 h1 : X ^ 4 ≤ 1)
  have s4 : ((3 : ℝ) ^ (1 / 4 : ℝ)) ^ 4 = 3 := by
    rw [rpow_pow_nat (by norm_num) (1 / 4) 4 1 (by norm_num), pow_one]
  have s0 : 0 < (3 : ℝ) ^ (1 / 4 : ℝ) := by positivity
  rw [Real.rpow_neg (by norm_num)]
  generalize (3 : ℝ) ^ (1 / 4 : ℝ) = s at hsq s4 s0 ⊢
  -- the deficit has a double zero at `s X = 1`
  have hs : dipoleFactor X ^ 2 = 1 - (s ^ 2 * X ^ 2 - 1) ^ 2 * (s ^ 2 * X ^ 2 + 2) / 2 := by
    rw [hsq]; linear_combination (s ^ 2 * X ^ 6 / 2) * s4
  have hp : 0 < s ^ 2 * X ^ 2 + 2 := by positivity
  have hsX : 0 ≤ s * X := by positivity
  refine ⟨by nlinarith [mul_nonneg (sq_nonneg (s ^ 2 * X ^ 2 - 1)) hp.le],
    fun h => ?_, fun h => ?_⟩
  · rw [h] at hs
    have hz : (s ^ 2 * X ^ 2 - 1) ^ 2 * (s ^ 2 * X ^ 2 + 2) = 0 := by linarith
    have hu := (pow_eq_zero_iff two_ne_zero).1 ((mul_eq_zero.1 hz).resolve_right hp.ne')
    have hf : (s * X - 1) * (s * X + 1) = 0 := by linear_combination hu
    have h2 := (mul_eq_zero.1 hf).resolve_right (by linarith)
    exact eq_inv_of_mul_eq_one_right (by linarith)
  · have hu : s * X = 1 := by rw [h]; exact mul_inv_cancel₀ s0.ne'
    have hv : s ^ 2 * X ^ 2 = 1 := by rw [← mul_pow, hu, one_pow]
    rw [hv] at hs
    nlinarith

/-- For `E` and `X` in `[0,1]` the product of the two factors is at most 1, with equality if and
only if `E = 0` and `X = 3^(-1/4)`. -/
theorem three_level_optimum {E X : ℝ} (hE0 : 0 ≤ E) (hE1 : E ≤ 1) (hX0 : 0 ≤ X) (hX1 : X ≤ 1) :
    energyFactor E * dipoleFactor X ≤ 1 ∧
      (energyFactor E * dipoleFactor X = 1 ↔ E = 0 ∧ X = (3 : ℝ) ^ (-(1 / 4) : ℝ)) := by
  obtain ⟨f1, fe⟩ := energyFactor_le_one hE0 hE1
  obtain ⟨g1, ge⟩ := dipoleFactor_le_one hX0 hX1
  have f0 : 0 ≤ energyFactor E :=
    mul_nonneg (Real.rpow_nonneg (by linarith) _) (by positivity)
  have g0 : 0 ≤ dipoleFactor X := by unfold dipoleFactor; positivity
  have hf := mul_nonneg f0 (sub_nonneg.2 g1)
  have hg := mul_nonneg g0 (sub_nonneg.2 f1)
  rw [← fe, ← ge]
  refine ⟨by linarith, fun h => ⟨by linarith, by linarith⟩, fun h => ?_⟩
  rw [h.1, h.2, one_mul]

/-- In the three-level ansatz the sum rules eliminate the diagonal dipole elements from the
hyperpolarizability. -/
theorem beta_eq {K : ℝ} {En : Fin 3 → ℝ} {x : Matrix (Fin 3) (Fin 3) ℝ} (h : Ansatz K En x)
    (e : ℝ) : beta e En x = -(6 * e ^ 3 * (x 0 1 * x 1 2 * x 0 2) * (gap En 2 - gap En 1) ^ 2 *
      (gap En 1 ^ 2 + 3 * gap En 1 * gap En 2 / 2 + gap En 2 ^ 2) /
        (gap En 1 ^ 3 * gap En 2 ^ 3)) := by
  have ha : gap En 1 ≠ 0 := by unfold gap; linarith [h.lt01]
  have hb : gap En 2 ≠ 0 := by unfold gap; linarith [h.lt01, h.lt12]
  have r1 := h.r01
  have r2 := h.r02
  simp only [sumRule, Fin.sum_univ_three, h.symm 2 1] at r1 r2
  -- the off-diagonal sum rules give each dipole difference times a transition dipole
  have e1 : x 0 1 * (x 1 1 - x 0 0) =
      -((2 * gap En 2 - gap En 1) * x 0 2 * x 1 2) / gap En 1 := by
    rw [eq_div_iff ha]; unfold gap; linear_combination 2 * r1
  have e2 : x 0 2 * (x 2 2 - x 0 0) =
      -((2 * gap En 1 - gap En 2) * x 0 1 * x 1 2) / gap En 2 := by
    rw [eq_div_iff hb]; unfold gap; linear_combination 2 * r2
  have h12 : (1 : Fin 3) ≠ 2 := by decide
  simp only [beta, Finset.sum_pair h12, h12, h12.symm, if_true, if_false, sub_zero,
    h.symm 1 0, h.symm 2 0, h.symm 2 1]
  rw [e1, e2]
  field_simp
  ring

/-- In the three-level ansatz, for positive constants and at least one electron, the scaled
dipole is at most 1 and `|β|` is Kuzyk's limit times the energy and dipole factors. -/
theorem abs_beta_eq {e hbar m : ℝ} {N : ℕ} {En : Fin 3 → ℝ} {x : Matrix (Fin 3) (Fin 3) ℝ}
    (he : 0 < e) (hh : 0 < hbar) (hm : 0 < m) (hN : 0 < N) (h : Ansatz (trk hbar m N) En x) :
    dipoleRatio (trk hbar m N) En x ≤ 1 ∧
    |beta e En x| = kuzykLimit e hbar m N (gap En 1) *
      (energyFactor (gap En 1 / gap En 2) * dipoleFactor (dipoleRatio (trk hbar m N) En x)) := by
  have hN' : (0 : ℝ) < N := by exact_mod_cast hN
  have hK : 0 < trk hbar m N := by unfold trk; positivity
  have ha : 0 < gap En 1 := by unfold gap; linarith [h.lt01]
  have hab : gap En 1 < gap En 2 := by unfold gap; linarith [h.lt12]
  have hb := ha.trans hab
  have r0 := h.r00
  have r1 := h.r11
  simp only [sumRule, Fin.sum_univ_three, h.symm 1 0, h.symm 2 0, h.symm 2 1] at r0 r1
  have h00 : gap En 1 * x 0 1 ^ 2 + gap En 2 * x 0 2 ^ 2 = trk hbar m N := by
    unfold gap; linear_combination r0
  have h11 : (gap En 2 - gap En 1) * x 1 2 ^ 2 - gap En 1 * x 0 1 ^ 2 = trk hbar m N := by
    unfold gap; linear_combination r1
  have hX2 : dipoleRatio (trk hbar m N) En x ^ 2 = gap En 1 * x 0 1 ^ 2 / trk hbar m N := by
    unfold dipoleRatio
    rw [div_pow, sq_abs, Real.sq_sqrt (div_pos hK ha).le, div_div_eq_mul_div, mul_comm]
  have hX0 : 0 ≤ dipoleRatio (trk hbar m N) En x := by unfold dipoleRatio; positivity
  have hX1 : dipoleRatio (trk hbar m N) En x ≤ 1 := by
    have h2 : dipoleRatio (trk hbar m N) En x ^ 2 ≤ 1 := by
      rw [hX2, div_le_one hK]
      linarith [mul_nonneg hb.le (sq_nonneg (x 0 2))]
    nlinarith
  refine ⟨hX1, ?_⟩
  have hX4 : dipoleRatio (trk hbar m N) En x ^ 4 =
      (gap En 1 * x 0 1 ^ 2 / trk hbar m N) ^ 2 := by rw [← hX2]; ring
  have hE1 : gap En 1 / gap En 2 ≤ 1 := (div_le_one hb).2 hab.le
  have hL : kuzykLimit e hbar m N (gap En 1) ^ 2 =
      ((3 : ℝ) ^ (1 / 4 : ℝ)) ^ 2 * e ^ 6 * (2 * trk hbar m N) ^ 3 / gap En 1 ^ 7 := by
    have hc : ((e * hbar / √m) ^ 3) ^ 2 = (e ^ 2 * hbar ^ 2 / m) ^ 3 := by
      rw [← pow_mul, mul_comm 3 2, pow_mul, div_pow, mul_pow, Real.sq_sqrt hm.le]
    unfold kuzykLimit trk
    rw [div_pow, mul_pow, mul_pow, hc, rpow_pow_nat hN'.le (3 / 2) 2 3 (by norm_num),
      rpow_pow_nat ha.le (7 / 2) 2 7 (by norm_num)]
    ring
  have s4 : ((3 : ℝ) ^ (1 / 4 : ℝ)) ^ 4 = 3 := by
    rw [rpow_pow_nat (by norm_num) (1 / 4) 4 1 (by norm_num), pow_one]
  -- given `x01`, the diagonal sum rules fix the product of the other two squared dipoles
  have hzw : gap En 2 * (gap En 2 - gap En 1) * (x 0 2 ^ 2 * x 1 2 ^ 2) =
      trk hbar m N ^ 2 - (gap En 1 * x 0 1 ^ 2) ^ 2 := by
    linear_combination ((gap En 2 - gap En 1) * x 1 2 ^ 2) * h00 +
      (trk hbar m N - gap En 1 * x 0 1 ^ 2) * h11
  have hf : 0 ≤ energyFactor (gap En 1 / gap En 2) :=
    mul_nonneg (Real.rpow_nonneg (by linarith) _) (by positivity)
  have hR : 0 ≤ kuzykLimit e hbar m N (gap En 1) * (energyFactor (gap En 1 / gap En 2) *
      dipoleFactor (dipoleRatio (trk hbar m N) En x)) := by
    refine mul_nonneg ?_ (mul_nonneg hf ?_)
    · unfold kuzykLimit; positivity
    · unfold dipoleFactor; positivity
  -- both sides are nonnegative, so their squares are compared
  refine (sq_eq_sq₀ (abs_nonneg _) hR).1 ?_
  rw [sq_abs, mul_pow, mul_pow, hL, energyFactor_sq hE1, dipoleFactor_sq (pow_le_one₀ hX0 hX1),
    beta_eq h, hX4, hX2]
  generalize (3 : ℝ) ^ (1 / 4 : ℝ) = s at s4 ⊢
  generalize trk hbar m N = K at hK hzw ⊢
  generalize gap En 1 = a at ha hzw ⊢
  generalize gap En 2 = b at hb hzw ⊢
  calc _ = s ^ 4 * (12 * e ^ 6 * x 0 1 ^ 2 * (K ^ 2 - (a * x 0 1 ^ 2) ^ 2) * (b - a) ^ 3 *
        (a ^ 2 + 3 * a * b / 2 + b ^ 2) ^ 2 / (a ^ 6 * b ^ 7)) := by
        rw [s4, ← hzw]
        field_simp
        ring
    _ = _ := by
        field_simp
        ring

/-- Kuzyk's bound: in the three-level ansatz, for positive constants and at least one electron,
`|β|` lies strictly below Kuzyk's limit. -/
theorem kuzyk_bound {e hbar m : ℝ} {N : ℕ} {En : Fin 3 → ℝ} {x : Matrix (Fin 3) (Fin 3) ℝ}
    (he : 0 < e) (hh : 0 < hbar) (hm : 0 < m) (hN : 0 < N) (h : Ansatz (trk hbar m N) En x) :
    |beta e En x| < kuzykLimit e hbar m N (gap En 1) := by
  obtain ⟨hX1, hβ⟩ := abs_beta_eq he hh hm hN h
  have hN' : (0 : ℝ) < N := by exact_mod_cast hN
  have ha : 0 < gap En 1 := by unfold gap; linarith [h.lt01]
  have hab : gap En 1 < gap En 2 := by unfold gap; linarith [h.lt12]
  have hE : 0 < gap En 1 / gap En 2 := div_pos ha (ha.trans hab)
  have hX0 : 0 ≤ dipoleRatio (trk hbar m N) En x := by unfold dipoleRatio; positivity
  have p := three_level_optimum hE.le ((div_le_one (ha.trans hab)).2 hab.le) hX0 hX1
  have hlt := lt_of_le_of_ne p.1 (fun hp => hE.ne' (p.2.1 hp).1)
  have hL : 0 < kuzykLimit e hbar m N (gap En 1) := by unfold kuzykLimit; positivity
  rw [hβ]
  linarith [mul_pos hL (sub_pos.2 hlt)]

/-- Levels `0, 1, 2` with the displayed position matrix satisfy the ansatz for six electrons
in units `ħ = m = 1`, and have `β = -12` for `e = 1`. -/
theorem ansatz_witness :
    Ansatz (trk 1 1 6) ![0, 1, 2] !![0, 1, 1; 1, -6, 2; 1, 2, 0] ∧
      beta 1 ![0, 1, 2] !![0, 1, 1; 1, -6, 2; 1, 2, 0] = -12 := by
  have h : Ansatz (trk 1 1 6) ![0, 1, 2] !![0, 1, 1; 1, -6, 2; 1, 2, 0] := by
    constructor
    · norm_num
    · change (1 : ℝ) < 2
      norm_num
    · intro i j
      fin_cases i <;> fin_cases j <;> simp
    · rw [sumRule, Fin.sum_univ_three]
      change ((0 : ℝ) - (0 + 0) / 2) * 0 * 0 + (1 - (0 + 0) / 2) * 1 * 1 +
        (2 - (0 + 0) / 2) * 1 * 1 = (1 : ℝ) ^ 2 * (6 : ℕ) / (2 * 1)
      norm_num
    · rw [sumRule, Fin.sum_univ_three]
      change ((0 : ℝ) - (1 + 1) / 2) * 1 * 1 + (1 - (1 + 1) / 2) * (-6) * (-6) +
        (2 - (1 + 1) / 2) * 2 * 2 = (1 : ℝ) ^ 2 * (6 : ℕ) / (2 * 1)
      norm_num
    · rw [sumRule, Fin.sum_univ_three]
      change ((0 : ℝ) - (0 + 1) / 2) * 0 * 1 + (1 - (0 + 1) / 2) * 1 * (-6) +
        (2 - (0 + 1) / 2) * 1 * 2 = 0
      norm_num
    · rw [sumRule, Fin.sum_univ_three]
      change ((0 : ℝ) - (0 + 2) / 2) * 0 * 1 + (1 - (0 + 2) / 2) * 1 * 2 +
        (2 - (0 + 2) / 2) * 1 * 0 = 0
      norm_num
  refine ⟨h, ?_⟩
  rw [beta_eq h]
  change -(6 * 1 ^ 3 * (1 * 2 * 1) * ((2 - 0) - (1 - 0)) ^ 2 *
    ((1 - 0) ^ 2 + 3 * (1 - 0) * (2 - 0) / 2 + (2 - 0) ^ 2) /
      ((1 - 0) ^ 3 * (2 - 0) ^ 3)) = (-12 : ℝ)
  norm_num

end

end KuzykThreeLevel
```

```lean
#print axioms KuzykThreeLevel.kuzyk_bound
```

```
'KuzykThreeLevel.kuzyk_bound' depends on axioms: [propext, Classical.choice, Quot.sound]
```

## From the algebra to the Lean proof

`energyFactor_sq` and `dipoleFactor_sq` remove the fractional power of 1 − E and the square root. In `energyFactor_le_one`, `ring` verifies the formula for 1 − f², and `hR` is the positivity of its bracket. `dipoleFactor_le_one` replaces 3^(1/4) by a symbol `s` with s⁴ = 3, so u becomes s²X² and the double zero is a polynomial identity. `three_level_optimum` combines the two bounds.

In `beta_eq`, `e1` and `e2` are the rules (0,1) and (0,2). They keep the products x01(x11 − x00) and x02(x22 − x00), so a vanishing transition dipole causes no trouble; `field_simp` and `ring` then do the factorization.

`abs_beta_eq` compares the squares of two nonnegative quantities. Its step `hzw` combines the diagonal rules into

b(b − a) x02² x12² = K² − (a x01²)²,

which is where the factor 1 − X⁴ comes from. Finally, `kuzyk_bound` uses the equality case: a product equal to 1 would force E = 0, contradicting `hE`.
